# For an exponential density, no nonzero fourth-order exchange term in $p^2$, $pq$ and $q^2$ is integrable

Q: Take $n(r)=e^{-r}$ and the squared reduced gradient $p=n'^2/n^{8/3}$. Then $p=e^{2r/3}$, so $n^{4/3}p^2=e^{-4r/3}e^{4r/3}=1$. The radial exchange integrand $r^2n^{4/3}p^2$ is just $r^2$, and its integral up to $R$ is $R^3/3$. The density has dropped out and nothing makes the tail converge. But does this survive a general exponential and the other fourth-order terms?

A: It does. Let $n=Ce^{-kr}$ with $C,k>0$. Then $n'=-kn$, and

$$p=\frac{k^2n^2}{n^{8/3}}=k^2n^{-2/3}.$$

The term of order $2j$ in the gradient, with $j=0,1,2,\dots$, is

$$r^2n^{4/3}p^j=k^{2j}\,r^2\,n^{s},\qquad s=\frac{4-2j}{3}.$$

For $j=0$ and $j=1$ the exponent $s$ is $4/3$ and $2/3$. The integrand is then a constant times $r^2e^{-ksr}$, which is integrable. For $j\ge 2$ we have $s\le 0$, so $e^{-ksr}\ge 1$, and for $r>1$ the integrand is at least $k^{2j}C^s>0$. Its integral is infinite. At $j=2$ it equals $k^4r^2$, which gives $k^4R^3/3$ up to $R$, whatever $C$ is.

Q: Fourth order also contains the Laplacian. Perhaps the divergences cancel for a good choice of coefficients.

A: Define $q=\nabla^2n/n^{5/3}$. For a radial density $\nabla^2n=n''+2n'/r$, which here is $(k^2-2k/r)\,n$, so $q=(k^2-2k/r)\,n^{-2/3}$. In $r^2n^{4/3}(ap^2+bpq+cq^2)$ every product carries $n^{-4/3}$, which cancels the prefactor. Since $r(k^2-2k/r)=k^2r-2k$, what remains is

$$ak^4r^2+bk^2r(k^2r-2k)+c(k^2r-2k)^2$$
$$=(a+b+c)k^4r^2-2(b+2c)k^3r+4ck^2.$$

A non-constant polynomial grows without bound in magnitude, and a nonzero constant has an infinite integral over the half-line. So integrability requires all three polynomial coefficients to vanish. As $k\ne0$, the last gives $c=0$, the middle one then $b=0$, and the first $a=0$.

The best cancellation you can arrange is $a=c$, $b=-2c$, which is $c(p-q)^2$. It removes the $r^2$ and $r$ terms but leaves the constant $4ck^2$.

Q: Now the formal version. Are $p$ and $q$ really built from derivatives there, or has someone typed in the answer for the exponential?

A: They are built from derivatives. `redGradSq` and `redLaplacian` accept any function `n : ℝ → ℝ` and use Lean's `deriv`; the exponential `density C k` is inserted afterwards. `exchangeTerm n j` is the integrand of order $2j$, with `j` a natural number, and `fourthOrderTerm n a b c` is the combination with three real coefficients.

```lean
import Mathlib

open MeasureTheory Set

namespace ExchangeGradientExpansion

noncomputable section

/-- The exponential radial density `n(r) = C exp(-k r)`. -/
def density (C k r : ℝ) : ℝ := C * Real.exp (-k * r)

/-- The squared reduced gradient `p = n'² / n^(8/3)` of a radial density, where `n > 0`. -/
def redGradSq (n : ℝ → ℝ) (r : ℝ) : ℝ := (deriv n r) ^ 2 / n r ^ (8 / 3 : ℝ)

/-- The reduced Laplacian `q = (n'' + 2 n'/r) / n^(5/3)` of a radial density,
where `r > 0` and `n > 0`. -/
def redLaplacian (n : ℝ → ℝ) (r : ℝ) : ℝ :=
  (deriv (deriv n) r + 2 / r * deriv n r) / n r ^ (5 / 3 : ℝ)

/-- The radial exchange integrand `r² n^(4/3) p^j` of order `2j` in the gradient,
where `n > 0`. -/
def exchangeTerm (n : ℝ → ℝ) (j : ℕ) (r : ℝ) : ℝ :=
  r ^ 2 * n r ^ (4 / 3 : ℝ) * redGradSq n r ^ j

/-- The radial fourth-order exchange integrand `r² n^(4/3) (a p² + b p q + c q²)`,
where `r > 0` and `n > 0`. -/
def fourthOrderTerm (n : ℝ → ℝ) (a b c r : ℝ) : ℝ :=
  r ^ 2 * n r ^ (4 / 3 : ℝ) * (a * redGradSq n r ^ 2
    + b * (redGradSq n r * redLaplacian n r) + c * redLaplacian n r ^ 2)
```

Q: My $p$ has a factor $4(3\pi^2)^{2/3}$ in the denominator, and the exchange energy has a prefactor and a $4\pi$ from the angles.

A: Those are fixed nonzero constants. They rescale $a$, $b$, $c$ and the value of the cutoff integral, but not integrability. The density is also left unnormalised: for $N$ electrons, $C=Nk^3/(8\pi)$.

Q: And what exactly is proved about these objects?

A: There are three main statements.

- `exchangeTerm_integrable_iff`: for $C,k>0$, the order-$2j$ integrand is integrable on $(0,\infty)$ if and only if $j\le1$.
- `exchangeTerm_two_cutoff`: for $C>0$ and any real $k$ and $R$, the integral of the $j=2$ integrand from $0$ to $R$ is $k^4R^3/3$.
- `fourthOrderTerm_integrable_iff`: for $C,k>0$, the fourth-order integrand is integrable if and only if $a=b=c=0$.

`IntegrableOn f (Ioi 0)` means that $|f|$ has a finite integral over the open half-line, so the point $r=0$, where $q$ is singular, plays no part.

Q: Real atoms are not pure exponentials.

A: The ground-state density of a one-electron atom or ion is, with $k=2Z$ in atomic units for nuclear charge $Z$. It is fully spin-polarised, but its exchange energy is half that of an unpolarised density $2n$, so only $C$ changes and the conclusion stands. For other atoms the exponential is a model of the tail, with $k$ standing for the decay rate set by the ionisation energy; the power of $r$ that multiplies the true tail is not treated. Nor are partial spin polarisation, non-spherical densities, or fourth-order terms written with third and fourth derivatives of $n$. Within this spherical exponential model, the result says that a semilocal exchange functional cannot use the bare fourth-order series in $p$ and $q$ all the way into the tail.

Q: Does anything break if I allow $k=0$?

A: Yes. The density is then the constant $C$, so $p=q=0$. The $j=2$ integrand vanishes identically and is integrable, although $2>1$. Likewise any $a,b,c$ would be allowed at fourth order. The condition $k>0$ says that the density actually decays.

Q: Then take me through the proof. Where do the derivatives enter?

A: First comes $n'=-kn$, as an identity between functions, so that it can be differentiated again.

```lean
/-- The exponential density satisfies `n' = -k n`. -/
theorem deriv_density (C k : ℝ) :
    deriv (density C k) = fun r => -k * density C k r := by
  funext r
  have h := (((hasDerivAt_id' r).const_mul (-k)).exp).const_mul C
  have h' : HasDerivAt (density C k) (-k * density C k r) r :=
    h.congr_deriv (by simp only [density]; ring)
  exact h'.deriv
```

The next lemma gives the closed forms of $p$ and $q$. It computes $n''=k^2n$, then treats the density as a positive number $n$ and checks the two exponent sums $-\tfrac23+\tfrac83=2$ and $-\tfrac23+\tfrac53=1$; these are `e1` and `e2`.

```lean
/-- For the exponential density with `C > 0`, `p = k² n^(-2/3)` everywhere and
`q = (k² - 2k/r) n^(-2/3)`, the latter being the reduced Laplacian at `r > 0`. -/
theorem reduced_density {C : ℝ} (hC : 0 < C) (k r : ℝ) :
    redGradSq (density C k) r = k ^ 2 * density C k r ^ (-(2 / 3) : ℝ) ∧
    redLaplacian (density C k) r
      = (k ^ 2 - 2 * k / r) * density C k r ^ (-(2 / 3) : ℝ) := by
  have hn : 0 < density C k r := mul_pos hC (Real.exp_pos _)
  have h1 : deriv (density C k) r = -k * density C k r := by rw [deriv_density]
  have h2 : deriv (deriv (density C k)) r = k ^ 2 * density C k r := by
    have hd : HasDerivAt (density C k) (-k * density C k r) r := by
      rw [← h1]
      apply DifferentiableAt.hasDerivAt
      unfold density
      fun_prop
    rw [deriv_density]
    exact (hd.const_mul (-k)).deriv.trans (by ring)
  unfold redGradSq redLaplacian
  rw [h2, h1]
  generalize density C k r = n at hn
  have e1 : n ^ (-(2 / 3) : ℝ) * n ^ (8 / 3 : ℝ) = n ^ 2 := by
    rw [← Real.rpow_add hn, ← Real.rpow_natCast]
    norm_num
  have e2 : n ^ (-(2 / 3) : ℝ) * n ^ (5 / 3 : ℝ) = n := by
    rw [← Real.rpow_add hn]
    norm_num
  constructor
  · rw [div_eq_iff (Real.rpow_pos_of_pos hn _).ne', mul_assoc, e1]
    ring
  · rw [div_eq_iff (Real.rpow_pos_of_pos hn _).ne', mul_assoc, e2]
    ring
```

Collecting exponents once more gives $k^{2j}r^2n^{(4-2j)/3}$.

```lean
/-- For the exponential density with `C > 0`, the exchange integrand of order `2j` equals
`k^(2j) r² n^((4-2j)/3)`. -/
theorem exchangeTerm_density {C : ℝ} (hC : 0 < C) (k : ℝ) (j : ℕ) (r : ℝ) :
    exchangeTerm (density C k) j r
      = k ^ (2 * j) * r ^ 2 * density C k r ^ ((4 - 2 * (j : ℝ)) / 3) := by
  have hn : 0 < density C k r := mul_pos hC (Real.exp_pos _)
  have h : density C k r ^ (4 / 3 : ℝ) * (density C k r ^ (-(2 / 3) : ℝ)) ^ j
      = density C k r ^ ((4 - 2 * (j : ℝ)) / 3) := by
    rw [← Real.rpow_mul_natCast hn.le, ← Real.rpow_add hn]
    congr 1
    ring
  rw [exchangeTerm, (reduced_density hC k r).1, ← h, mul_pow, ← pow_mul]
  ring
```

Q: How is divergence shown without computing an integral?

A: By comparison. If $|f|\ge c>0$ beyond some radius $M$ and $f$ were integrable, the constant $c$ would be integrable on $(M,\infty)$. That interval has infinite length, so it is not.

```lean
/-- A function whose magnitude stays above a positive constant beyond some radius `M ≥ 0`
is not integrable on the half-line. -/
theorem not_integrableOn_of_le {f : ℝ → ℝ} {M c : ℝ} (hM : 0 ≤ M) (hc : 0 < c)
    (h : ∀ r, M < r → c ≤ ‖f r‖) : ¬ IntegrableOn f (Ioi 0) := by
  intro hf
  have hf' : IntegrableOn f (Ioi M) := hf.mono_set (Ioi_subset_Ioi hM)
  have hconst : IntegrableOn (fun _ : ℝ => c) (Ioi M) := by
    refine Integrable.mono hf' aestronglyMeasurable_const ?_
    filter_upwards [ae_restrict_mem measurableSet_Ioi] with r hr
    rw [Real.norm_of_nonneg hc.le]
    exact h r hr
  rw [integrableOn_const_iff] at hconst
  simp [hc.ne'] at hconst
```

The criterion for $j$ then splits as it did by hand. The exponent is named `s`, and the integrand is rewritten as a positive constant times $r^2e^{-ksr}$. For $j\ge2$ the comparison lemma applies with $M=1$, because both $r^2$ and the exponential are at least $1$ there. For $j\le1$ we have $s>0$, and Mathlib's integrability result for a power times a decaying exponential finishes it.

```lean
/-- For `n = C exp(-k r)` with `C, k > 0`, the exchange integrand `r² n^(4/3) p^j` is
integrable on `(0, ∞)` exactly when `j ≤ 1`. -/
theorem exchangeTerm_integrable_iff {C k : ℝ} (hC : 0 < C) (hk : 0 < k) (j : ℕ) :
    IntegrableOn (exchangeTerm (density C k) j) (Ioi 0) ↔ j ≤ 1 := by
  obtain ⟨s, hs⟩ : ∃ s : ℝ, s = (4 - 2 * (j : ℝ)) / 3 := ⟨_, rfl⟩
  have hf : exchangeTerm (density C k) j
      = fun r => k ^ (2 * j) * C ^ s * (r ^ 2 * Real.exp (-(k * s) * r)) := by
    funext r
    rw [exchangeTerm_density hC, ← hs, density,
      Real.mul_rpow hC.le (Real.exp_pos _).le, ← Real.exp_mul,
      show -k * r * s = -(k * s) * r by ring]
    ring
  have hpos : 0 < k ^ (2 * j) * C ^ s :=
    mul_pos (pow_pos hk _) (Real.rpow_pos_of_pos hC _)
  rw [hf]
  constructor
  · -- from fourth order on, the power of the density no longer decays
    intro hint
    by_contra hj
    have hj2 : (2 : ℝ) ≤ j := by exact_mod_cast (by omega : 2 ≤ j)
    have hs0 : s ≤ 0 := by rw [hs]; linarith
    refine not_integrableOn_of_le zero_le_one hpos (fun r hr => ?_) hint
    have h1 : 1 ≤ r ^ 2 := by nlinarith
    have h2 : 1 ≤ Real.exp (-(k * s) * r) := by
      apply Real.one_le_exp
      have : k * s ≤ 0 := mul_nonpos_of_nonneg_of_nonpos hk.le hs0
      exact mul_nonneg (by linarith) (by linarith)
    have h3 : 1 ≤ r ^ 2 * Real.exp (-(k * s) * r) := by nlinarith
    refine le_trans ?_ (le_abs_self _)
    exact le_mul_of_one_le_right hpos.le h3
  · -- at lower order an exponential decay survives
    intro hj
    have hj1 : (j : ℝ) ≤ 1 := by exact_mod_cast hj
    have hs0 : 0 < s := by rw [hs]; linarith
    have base := integrableOn_rpow_mul_exp_neg_mul_rpow (p := 1) (s := 2)
      (b := k * s) (by norm_num) one_pos (mul_pos hk hs0)
    have base' : IntegrableOn (fun r : ℝ => r ^ 2 * Real.exp (-(k * s) * r)) (Ioi 0) := by
      simpa using base
    exact Integrable.const_mul base' _
```

At $j=2$ the exponent is zero, and the cutoff value is the integral of $k^4r^2$.

```lean
/-- For `n = C exp(-k r)` with `C > 0`, the integral of `r² n^(4/3) p²` from `0` to `R`
equals `k⁴ R³ / 3`. -/
theorem exchangeTerm_two_cutoff {C : ℝ} (hC : 0 < C) (k R : ℝ) :
    ∫ r in (0 : ℝ)..R, exchangeTerm (density C k) 2 r = k ^ 4 * R ^ 3 / 3 := by
  have h : ∀ r, exchangeTerm (density C k) 2 r = k ^ 4 * r ^ 2 := by
    intro r
    rw [exchangeTerm_density hC]
    norm_num
  simp_rw [h]
  rw [intervalIntegral.integral_const_mul, integral_pow]
  norm_num
  ring
```

Q: And the Laplacian terms?

A: The next lemma is the quadratic polynomial from before. Its two inputs are the cancellation $n^{4/3}(n^{-2/3})^2=1$, called `h`, and $r(k^2-2k/r)=k^2r-2k$, called `hw`. The second needs $r\neq0$, which the hypothesis $r>0$ supplies.

```lean
/-- For the exponential density with `C > 0`, the fourth-order exchange integrand at `r > 0` is a
polynomial in `r` of degree at most two, with the coefficients shown. -/
theorem fourthOrderTerm_density {C : ℝ} (hC : 0 < C) (k a b c : ℝ) {r : ℝ} (hr : 0 < r) :
    fourthOrderTerm (density C k) a b c r
      = (a + b + c) * k ^ 4 * r ^ 2 + -(2 * (b + 2 * c) * k ^ 3) * r + 4 * c * k ^ 2 := by
  have hn : 0 < density C k r := mul_pos hC (Real.exp_pos _)
  have h : density C k r ^ (4 / 3 : ℝ) * (density C k r ^ (-(2 / 3) : ℝ)) ^ 2 = 1 := by
    rw [← Real.rpow_mul_natCast hn.le, ← Real.rpow_add hn]
    norm_num
  have hw : r * (k ^ 2 - 2 * k / r) = k ^ 2 * r - 2 * k := by
    field_simp
  rw [fourthOrderTerm, (reduced_density hC k r).1, (reduced_density hC k r).2]
  generalize k ^ 2 - 2 * k / r = w at hw
  generalize density C k r ^ (4 / 3 : ℝ) = N at h
  generalize density C k r ^ (-(2 / 3) : ℝ) = X at h
  -- all powers of the density cancel
  calc r ^ 2 * N * (a * (k ^ 2 * X) ^ 2 + b * (k ^ 2 * X * (w * X)) + c * (w * X) ^ 2)
      = (N * X ^ 2) * (a * k ^ 4 * r ^ 2 + b * k ^ 2 * r * (r * w) + c * (r * w) ^ 2) := by
        ring
    _ = _ := by rw [h, hw]; ring
```

The polynomial argument is proved for every degree. A non-constant real polynomial eventually has magnitude at least $1$, and a nonzero constant keeps its own magnitude; the comparison lemma excludes both.

```lean
/-- A real polynomial that is integrable on `(0, ∞)` is the zero polynomial. -/
theorem polynomial_integrable {P : Polynomial ℝ}
    (h : IntegrableOn (fun r => P.eval r) (Ioi 0)) : P = 0 := by
  by_cases hd : 0 < P.degree
  · -- a non-constant polynomial grows without bound
    obtain ⟨M, hM⟩ := Filter.eventually_atTop.mp
      ((P.abs_tendsto_atTop hd).eventually_ge_atTop 1)
    exact absurd h (not_integrableOn_of_le (le_max_right M 0) one_pos
      fun r hr => hM r ((le_max_left M 0).trans hr.le))
  · obtain ⟨d, rfl⟩ : ∃ d, P = Polynomial.C d :=
      ⟨_, Polynomial.eq_C_of_degree_le_zero (not_lt.mp hd)⟩
    by_contra hne
    have hd0 : d ≠ 0 := fun h0 => hne (by simp [h0])
    exact not_integrableOn_of_le le_rfl (abs_pos.mpr hd0) (fun r _ => by simp) h
```

Q: The last proof evaluates the polynomial at $r=-1$. That is not a radius.

A: By then it need not be. Integrability on $r>0$ has already forced the polynomial itself to be zero, so it vanishes at every real argument. The values at $0$, $1$ and $-1$ isolate the three coefficients, and $k\neq0$ gives $c=0$, $b=0$, $a=0$ in that order. The converse is the integral of zero.

```lean
/-- For `n = C exp(-k r)` with `C, k > 0`, the fourth-order exchange integrand
`r² n^(4/3) (a p² + b p q + c q²)` is integrable on `(0, ∞)` only if all three
coefficients vanish, and then it is. -/
theorem fourthOrderTerm_integrable_iff {C k : ℝ} (hC : 0 < C) (hk : 0 < k) (a b c : ℝ) :
    IntegrableOn (fourthOrderTerm (density C k) a b c) (Ioi 0) ↔
      a = 0 ∧ b = 0 ∧ c = 0 := by
  constructor
  · intro h
    have hP := polynomial_integrable
      (P := Polynomial.C ((a + b + c) * k ^ 4) * Polynomial.X ^ 2
        + Polynomial.C (-(2 * (b + 2 * c) * k ^ 3)) * Polynomial.X
        + Polynomial.C (4 * c * k ^ 2))
      (h.congr_fun (fun r hr => (fourthOrderTerm_density hC k a b c hr).trans
        (by simp only [Polynomial.eval_add, Polynomial.eval_mul, Polynomial.eval_pow,
          Polynomial.eval_C, Polynomial.eval_X])) measurableSet_Ioi)
    have e : ∀ r : ℝ, (a + b + c) * k ^ 4 * r ^ 2 + -(2 * (b + 2 * c) * k ^ 3) * r
        + 4 * c * k ^ 2 = 0 := by
      intro r
      have := congrArg (Polynomial.eval r) hP
      simpa only [Polynomial.eval_add, Polynomial.eval_mul, Polynomial.eval_pow,
        Polynomial.eval_C, Polynomial.eval_X, Polynomial.eval_zero] using this
    -- three sample points give the three coefficients
    have h0 : 4 * c * k ^ 2 = 0 := by linarith [e 0]
    have h1 : -(2 * (b + 2 * c) * k ^ 3) = 0 := by linarith [e 1, e (-1)]
    have h2 : (a + b + c) * k ^ 4 = 0 := by linarith [e 0, e 1, e (-1)]
    have hc : c = 0 := by simpa [hk.ne'] using h0
    subst hc
    have hb : b = 0 := by simpa [hk.ne'] using h1
    subst hb
    exact ⟨by simpa [hk.ne'] using h2, rfl, rfl⟩
  · rintro ⟨rfl, rfl, rfl⟩
    have h : fourthOrderTerm (density C k) 0 0 0 = fun _ => 0 := by
      funext r
      simp [fourthOrderTerm]
    rw [h]
    exact integrableOn_zero

end

end ExchangeGradientExpansion
```

```lean
#print axioms ExchangeGradientExpansion.exchangeTerm_integrable_iff
#print axioms ExchangeGradientExpansion.exchangeTerm_two_cutoff
#print axioms ExchangeGradientExpansion.fourthOrderTerm_density
#print axioms ExchangeGradientExpansion.fourthOrderTerm_integrable_iff
```

```
'ExchangeGradientExpansion.exchangeTerm_integrable_iff' depends on axioms: [propext, Classical.choice, Quot.sound]
'ExchangeGradientExpansion.exchangeTerm_two_cutoff' depends on axioms: [propext, Classical.choice, Quot.sound]
'ExchangeGradientExpansion.fourthOrderTerm_density' depends on axioms: [propext, Classical.choice, Quot.sound]
'ExchangeGradientExpansion.fourthOrderTerm_integrable_iff' depends on axioms: [propext, Classical.choice, Quot.sound]
```

Q: Where would I meet this in a calculation?

A: In the radial quadrature of an atomic code, which sums $w_i\,r_i^2\,n_i^{4/3}F(p_i)$ over grid points with weights $w_i$ and an enhancement factor $F$. If $F$ contains a bare $p^2$ term and the density has an exponential tail, that contribution grows as $R^3$ with the outermost grid radius $R$.

A density threshold hides the problem. Suppose points with $n<\tau$ are skipped, where $\tau<C$. If the grid reaches that far, the effective cutoff is $R=\ln(C/\tau)/k$, and putting this into the cutoff formula by hand gives $\tfrac{k}{3}\ln^3(C/\tau)$. The energy then looks finite but keeps drifting as $\tau$ is lowered, until the end of the grid takes over as the cutoff. A useful check is therefore to tighten the threshold and extend the grid together. A functional can still match chosen fourth-order coefficients at small $p$ and $q$ and give a finite exchange energy for the exponential density, provided that its enhancement factor stays finite and grows slowly enough where $p$ or $|q|$ is large. That includes the nucleus, where $q\to-\infty$ while $p$ stays finite.
